# Half-field intensity D²/(D² + 4B²) for a spin 1 with its static field perpendicular to the zero-field axis

In a simulation of a continuous-wave EPR spectrum with an isotropic g factor, one factor in the weight of each transition is the squared matrix element of the spin component along the microwave field. For the half-field transition of a single spin 1 with axial zero-field splitting, the static field perpendicular to the axis and the microwave field parallel to the static one, this factor can be entered in closed form, without diagonalising a matrix.

## A spin 1 in a field across its axis

Take the zero-field axis as z and the static field along x. The Hamiltonian is

H = B S_x + D S_z²

Here B is the Zeeman energy, that is, the field strength times the g factor and the Bohr magneton, and D is the axial zero-field splitting. Both are real energies, and the spin operators are dimensionless. The usual constant −2D/3 is left out, since it shifts all levels equally, and there is no rhombic term.

For B ≠ 0 the three levels are D and, on either side of it,

E₊ = D/2 + √(B² + D²/4)

E₋ = D/2 − √(B² + D²/4)

When |D| is small compared with |B|, the outer gap is close to 2|B|. A microwave quantum ω then bridges it near |B| = ω/2, half the field of the ordinary lines. At D = 0 this double step is forbidden; the zero-field splitting makes it weakly allowed.

## The intensity in Lean's terms

The theorem `half_field_intensity` says: if B ≠ 0, and u and v are normalised eigenvectors of H with energies E₊ and E₋, then

|⟨u, S_x v⟩|² = D²/(D² + 4B²)

Either sign of B is allowed, and D is any real number.

States are vectors of type `Fin 3 → ℂ`, in the basis m = 1, 0, −1. The indices count positions, so v₀ belongs to m = 1, v₁ to m = 0 and v₂ to m = −1. `IsUnitEigenstate B D E v` combines the eigenvalue equation with |v₀|² + |v₁|² + |v₂|² = 1. The letter E is an energy throughout, not the rhombic splitting parameter of EPR. The levels E₊ and E₋ are `upper B D` and `lower B D`, and `amplitude S u v` is ⟨u, S v⟩, with the complex conjugate on u.

The condition B ≠ 0 matters: at B = 0 and D > 0 the upper level is doubly degenerate, and the choice u = (1, 0, −1)/√2, v = (0, 1, 0) gives intensity 0, where the formula would give 1.

What remains is the step from a squared matrix element at one orientation to a measured signal, which also involves populations, line shape and, in a powder, an average over orientations.

## Amplitudes of the outer states

The outer levels satisfy

E₊ + E₋ = D

E₊E₋ = D²/4 − (B² + D²/4) = −B²

so each obeys E² = DE + B². The eigenvalue equation reads, component by component,

Dv₀ + (B/√2)v₁ = Ev₀

(B/√2)(v₀ + v₂) = Ev₁

(B/√2)v₁ + Dv₂ = Ev₂

Subtracting the first line from the third gives (D − E)(v₂ − v₀) = 0. If E were equal to D, then E² = DE + B² would force B = 0. Hence v₂ = v₀, and the second line becomes

√2 B v₀ = E v₁

Its squared modulus is 2B²|v₀|² = E²|v₁|². Multiplying the normalisation 2|v₀|² + |v₁|² = 1 by B² and inserting this gives the m = 0 population:

(E² + B²)|v₁|² = B²

The same relations hold for u, with E₊ in place of E₋.

## The transition amplitude and its square

Write ū for the complex conjugate of u. With u₂ = u₀ and v₂ = v₀,

⟨u, S_x v⟩ = (1/√2)[ū₀v₁ + ū₁(v₀ + v₂) + ū₂v₁] = √2(ū₀v₁ + ū₁v₀)

Multiply by B and use √2 B ū₀ = E₊ū₁ and √2 B v₀ = E₋v₁:

B⟨u, S_x v⟩ = (E₊ + E₋)ū₁v₁ = D ū₁v₁

For the populations, the sum and product of the levels give

(E₊² + B²)(E₋² + B²) = B⁴ + B²(D² + 2B²) + B⁴ = B²(D² + 4B²)

and therefore

|u₁|²|v₁|² = B⁴/[B²(D² + 4B²)] = B²/(D² + 4B²)

Squaring the amplitude relation and dividing by B² yields D²/(D² + 4B²).

## Polarisation, resonance and weak splitting

The other two spin components give

⟨u, S_y v⟩ = (i/√2)[ū₁(v₀ − v₂) − (ū₀ − ū₂)v₁] = 0

⟨u, S_z v⟩ = ū₀v₀ − ū₂v₂ = 0

At this orientation, then, only the microwave component parallel to the static field drives the transition.

At resonance ω = E₊ − E₋, with ω in energy units, so

ω² = (E₊ + E₋)² − 4E₊E₋ = D² + 4B²

and the intensity is D²/ω².

The quadratic law for weak splitting, D²/(4B²), lies above the exact value by

D²/(4B²) − D²/(D² + 4B²) = D⁴/[4B²(D² + 4B²)] ≤ D⁴/(16B⁴)

## Transitions from the middle level

The same amplitudes give the intensities of the ordinary lines. The middle level, of energy D, has the state w = (1, 0, −1)/√2. For an outer state v of energy E,

|⟨w, S_y v⟩|² = |v₁|² = B²/(E² + B²)

|⟨w, S_z v⟩|² = 2|v₀|² = E²/(E² + B²)

while ⟨w, S_x v⟩ = 0. These lines therefore need a microwave field with a component perpendicular to the static one. The two intensities are derived here in prose alone.

## Lean code for the outer-level transition

```lean
import Mathlib

open Matrix

namespace HalfFieldTransition

noncomputable section

/-- The spin-1 operator `S_x` in the basis `m = 1, 0, -1`. -/
def Sx : Matrix (Fin 3) (Fin 3) ℂ :=
  (((√2 : ℝ) : ℂ) / 2) • !![0, 1, 0; 1, 0, 1; 0, 1, 0]

/-- The spin-1 operator `S_y` in the basis `m = 1, 0, -1`. -/
def Sy : Matrix (Fin 3) (Fin 3) ℂ :=
  (((√2 : ℝ) : ℂ) / 2) •
    !![0, -Complex.I, 0; Complex.I, 0, -Complex.I; 0, Complex.I, 0]

/-- The spin-1 operator `S_z` in the basis `m = 1, 0, -1`. -/
def Sz : Matrix (Fin 3) (Fin 3) ℂ := !![1, 0, 0; 0, 0, 0; 0, 0, -1]

/-- Zeeman term along `x` plus axial zero-field splitting along `z`. -/
def H (B D : ℝ) : Matrix (Fin 3) (Fin 3) ℂ := (B : ℂ) • Sx + (D : ℂ) • Sz ^ 2

/-- The level `D/2 + √(B² + D²/4)`. -/
def upper (B D : ℝ) : ℝ := D / 2 + √(B ^ 2 + D ^ 2 / 4)

/-- The level `D/2 - √(B² + D²/4)`. -/
def lower (B D : ℝ) : ℝ := D / 2 - √(B ^ 2 + D ^ 2 / 4)

/-- The vector `v` is a normalised eigenvector of the Hamiltonian with energy `E`. -/
def IsUnitEigenstate (B D E : ℝ) (v : Fin 3 → ℂ) : Prop :=
  H B D *ᵥ v = (E : ℂ) • v ∧ ∑ i, ‖v i‖ ^ 2 = 1

/-- The matrix element `⟨u, S v⟩`. -/
def amplitude (S : Matrix (Fin 3) (Fin 3) ℂ) (u v : Fin 3 → ℂ) : ℂ :=
  star u ⬝ᵥ (S *ᵥ v)

/-- The action of the Hamiltonian on the three spin amplitudes. -/
theorem H_mulVec (B D : ℝ) (v : Fin 3 → ℂ) :
    H B D *ᵥ v = ![(D : ℂ) * v 0 + B * (((√2 : ℝ) : ℂ) / 2) * v 1,
      B * (((√2 : ℝ) : ℂ) / 2) * (v 0 + v 2),
      B * (((√2 : ℝ) : ℂ) / 2) * v 1 + D * v 2] := by
  ext i
  fin_cases i <;>
    simp [H, Sx, Sz, pow_two, Matrix.mulVec, dotProduct,
      Fin.sum_univ_three, -mul_eq_mul_left_iff, -mul_eq_mul_right_iff]
  ring

/-- The two outer levels have sum `D` and product `-B²`. -/
theorem levels_sum_mul (B D : ℝ) :
    upper B D + lower B D = D ∧ upper B D * lower B D = -B ^ 2 := by
  have hs : √(B ^ 2 + D ^ 2 / 4) ^ 2 = B ^ 2 + D ^ 2 / 4 :=
    Real.sq_sqrt (by positivity)
  unfold upper lower
  constructor
  · ring
  · linear_combination -hs

/-- For nonzero field, a normalised eigenstate whose energy solves `E² = D E + B²` has equal `m = 1`
and `m = -1` amplitudes, in a fixed ratio to the `m = 0` amplitude, and its `m = 0` population `p`
satisfies `(E² + B²) p = B²`. -/
theorem eigenstate_structure {B D E : ℝ} {v : Fin 3 → ℂ} (hB : B ≠ 0)
    (hE : E ^ 2 = D * E + B ^ 2) (hv : IsUnitEigenstate B D E v) :
    v 2 = v 0 ∧ ((√2 : ℝ) : ℂ) * B * v 0 = E * v 1 ∧
      (E ^ 2 + B ^ 2) * ‖v 1‖ ^ 2 = B ^ 2 := by
  obtain ⟨h, hn⟩ := hv
  rw [H_mulVec] at h
  have h0 : (D : ℂ) * v 0 + B * (((√2 : ℝ) : ℂ) / 2) * v 1 = E * v 0 := congrFun h 0
  have h1 : B * (((√2 : ℝ) : ℂ) / 2) * (v 0 + v 2) = E * v 1 := congrFun h 1
  have h2 : B * (((√2 : ℝ) : ℂ) / 2) * v 1 + D * v 2 = E * v 2 := congrFun h 2
  -- the antisymmetric combination has energy `D`, which differs from `E`
  have hED : (D : ℂ) - E ≠ 0 := by
    intro hc
    have hr : D - E = 0 := by exact_mod_cast hc
    have hB2 : B ^ 2 = 0 := by linear_combination -hE - E * hr
    exact pow_ne_zero 2 hB hB2
  have hz : ((D : ℂ) - E) * (v 2 - v 0) = 0 := by linear_combination h2 - h0
  have h20 : v 2 = v 0 := sub_eq_zero.mp ((mul_eq_zero.mp hz).resolve_left hED)
  have hs : ((√2 : ℝ) : ℂ) * B * v 0 = E * v 1 := by
    linear_combination h1 - B * (((√2 : ℝ) : ℂ) / 2) * h20
  refine ⟨h20, hs, ?_⟩
  -- normalisation fixes the central population
  have s2 : (√2 : ℝ) ^ 2 = 2 := Real.sq_sqrt (by norm_num)
  have hq := congrArg (fun z : ℂ => ‖z‖ ^ 2) hs
  simp only [norm_mul, mul_pow, Complex.norm_real, Real.norm_eq_abs, sq_abs] at hq
  rw [s2] at hq
  rw [Fin.sum_univ_three, h20] at hn
  linear_combination B ^ 2 * hn - hq

/-- Each outer level solves the secular equation `E² = D E + B²`. -/
theorem secular {B D E : ℝ} (hE : E = upper B D ∨ E = lower B D) :
    E ^ 2 = D * E + B ^ 2 := by
  obtain ⟨hs, hm⟩ := levels_sum_mul B D
  rcases hE with rfl | rfl
  · linear_combination upper B D * hs - hm
  · linear_combination lower B D * hs - hm

/-- For nonzero field, the `S_x` intensity between normalised eigenstates of the two
outer levels is `D² / (D² + 4B²)`. -/
theorem half_field_intensity {B D : ℝ} {u v : Fin 3 → ℂ} (hB : B ≠ 0)
    (hu : IsUnitEigenstate B D (upper B D) u)
    (hv : IsUnitEigenstate B D (lower B D) v) :
    ‖amplitude Sx u v‖ ^ 2 = D ^ 2 / (D ^ 2 + 4 * B ^ 2) := by
  obtain ⟨hu2, hus, hup⟩ := eigenstate_structure hB (secular (Or.inl rfl)) hu
  obtain ⟨hv2, hvs, hvp⟩ := eigenstate_structure hB (secular (Or.inr rfl)) hv
  obtain ⟨hs, hm⟩ := levels_sum_mul B D
  have hsc : (upper B D : ℂ) + lower B D = D := by exact_mod_cast hs
  have huc : ((√2 : ℝ) : ℂ) * B * starRingEnd ℂ (u 0)
      = upper B D * starRingEnd ℂ (u 1) := by
    have h := congrArg (starRingEnd ℂ) hus
    simpa only [map_mul, Complex.conj_ofReal] using h
  have hexp : amplitude Sx u v = (((√2 : ℝ) : ℂ) / 2) * (starRingEnd ℂ (u 0) * v 1
      + starRingEnd ℂ (u 1) * (v 0 + v 2) + starRingEnd ℂ (u 2) * v 1) := by
    simp [amplitude, Sx, Matrix.mulVec, dotProduct, Fin.sum_univ_three,
      -mul_eq_mul_left_iff, -mul_eq_mul_right_iff]
    ring
  -- the amplitude is `D / B` times the conjugate of `u 1` times `v 1`
  have hamp : (B : ℂ) * amplitude Sx u v = D * (starRingEnd ℂ (u 1) * v 1) := by
    rw [hexp, hu2, hv2]
    linear_combination v 1 * huc + starRingEnd ℂ (u 1) * hvs
      + starRingEnd ℂ (u 1) * v 1 * hsc
  have hq := congrArg (fun z : ℂ => ‖z‖ ^ 2) hamp
  simp only [norm_mul, mul_pow, Complex.norm_real, Real.norm_eq_abs, sq_abs,
    RCLike.norm_conj] at hq
  have hprod : (upper B D ^ 2 + B ^ 2) * (lower B D ^ 2 + B ^ 2)
      = B ^ 2 * (D ^ 2 + 4 * B ^ 2) := by
    linear_combination (upper B D * lower B D - 3 * B ^ 2) * hm
      + B ^ 2 * (upper B D + lower B D + D) * hs
  have hk : B ^ 2 * (D ^ 2 + 4 * B ^ 2) * (‖u 1‖ ^ 2 * ‖v 1‖ ^ 2) = B ^ 4 := by
    linear_combination -(‖u 1‖ ^ 2 * ‖v 1‖ ^ 2) * hprod
      + (lower B D ^ 2 + B ^ 2) * ‖v 1‖ ^ 2 * hup + B ^ 2 * hvp
  have hpos : D ^ 2 + 4 * B ^ 2 ≠ 0 := by positivity
  rw [eq_div_iff hpos]
  apply mul_left_cancel₀ (pow_ne_zero 4 hB)
  linear_combination B ^ 2 * (D ^ 2 + 4 * B ^ 2) * hq + D ^ 2 * hk

/-- For nonzero field, `S_y` and `S_z` have no matrix element between normalised eigenstates of the
two outer levels. -/
theorem perpendicular_forbidden {B D : ℝ} {u v : Fin 3 → ℂ} (hB : B ≠ 0)
    (hu : IsUnitEigenstate B D (upper B D) u)
    (hv : IsUnitEigenstate B D (lower B D) v) :
    amplitude Sy u v = 0 ∧ amplitude Sz u v = 0 := by
  have hu2 := (eigenstate_structure hB (secular (Or.inl rfl)) hu).1
  have hv2 := (eigenstate_structure hB (secular (Or.inr rfl)) hv).1
  have hy : amplitude Sy u v = (((√2 : ℝ) : ℂ) / 2) * Complex.I *
      (starRingEnd ℂ (u 1) * (v 0 - v 2)
        - (starRingEnd ℂ (u 0) - starRingEnd ℂ (u 2)) * v 1) := by
    simp [amplitude, Sy, Matrix.mulVec, dotProduct, Fin.sum_univ_three,
      -mul_eq_mul_left_iff, -mul_eq_mul_right_iff]
    ring
  have hz : amplitude Sz u v
      = starRingEnd ℂ (u 0) * v 0 - starRingEnd ℂ (u 2) * v 2 := by
    simp [amplitude, Sz, Matrix.mulVec, dotProduct, Fin.sum_univ_three]
    ring
  rw [hy, hz, hu2, hv2]
  constructor <;> ring

/-- If the gap between the outer levels equals the microwave quantum `ω`, in nonzero field, the
`S_x` intensity between normalised eigenstates of these levels is `D² / ω²`. -/
theorem intensity_at_resonance {B D ω : ℝ} {u v : Fin 3 → ℂ} (hB : B ≠ 0)
    (hu : IsUnitEigenstate B D (upper B D) u)
    (hv : IsUnitEigenstate B D (lower B D) v) (hω : upper B D - lower B D = ω) :
    ‖amplitude Sx u v‖ ^ 2 = D ^ 2 / ω ^ 2 := by
  obtain ⟨hs, hm⟩ := levels_sum_mul B D
  have hgap : ω ^ 2 = D ^ 2 + 4 * B ^ 2 := by
    rw [← hω]
    linear_combination (upper B D + lower B D + D) * hs - 4 * hm
  rw [half_field_intensity hB hu hv, hgap]

/-- For nonzero field, the `S_x` intensity between normalised eigenstates of the two outer levels is
at most `D² / (4B²)` and falls below it by at most `D⁴ / (16B⁴)`. -/
theorem weak_coupling_bounds {B D : ℝ} {u v : Fin 3 → ℂ} (hB : B ≠ 0)
    (hu : IsUnitEigenstate B D (upper B D) u)
    (hv : IsUnitEigenstate B D (lower B D) v) :
    ‖amplitude Sx u v‖ ^ 2 ≤ D ^ 2 / (4 * B ^ 2) ∧
      D ^ 2 / (4 * B ^ 2) - D ^ 4 / (16 * B ^ 4) ≤ ‖amplitude Sx u v‖ ^ 2 := by
  have h4 : 0 < 4 * B ^ 2 := by positivity
  have hpos : 0 < D ^ 2 + 4 * B ^ 2 := by positivity
  rw [half_field_intensity hB hu hv]
  constructor
  · rw [div_le_div_iff₀ hpos h4]
    nlinarith [sq_nonneg (D ^ 2)]
  · rw [le_div_iff₀ hpos]
    have he : (D ^ 2 / (4 * B ^ 2) - D ^ 4 / (16 * B ^ 4)) * (D ^ 2 + 4 * B ^ 2)
        = D ^ 2 - D ^ 6 / (16 * B ^ 4) := by
      field_simp
      ring
    have hr : 0 ≤ D ^ 6 / (16 * B ^ 4) := by positivity
    linarith

/-- The vector `(E, √2 B, E)` divided by its norm, for `E` and `B` not both zero. -/
def outerState (B E : ℝ) : Fin 3 → ℂ :=
  (((√(2 * (E ^ 2 + B ^ 2)))⁻¹ : ℝ) : ℂ) • ![(E : ℂ), ((√2 : ℝ) : ℂ) * B, (E : ℂ)]

/-- For nonzero field, `outerState` is a normalised eigenstate for either outer level. -/
theorem outerState_witness {B D E : ℝ} (hB : B ≠ 0)
    (hE : E = upper B D ∨ E = lower B D) :
    IsUnitEigenstate B D E (outerState B E) := by
  have hEc : (E : ℂ) ^ 2 = D * E + B ^ 2 := by exact_mod_cast secular hE
  have s2 : (√2 : ℝ) ^ 2 = 2 := Real.sq_sqrt (by norm_num)
  have s2c : ((√2 : ℝ) : ℂ) ^ 2 = 2 := by exact_mod_cast s2
  have hc : ((√(2 * (E ^ 2 + B ^ 2)))⁻¹) ^ 2 * (2 * (E ^ 2 + B ^ 2)) = 1 := by
    rw [inv_pow, Real.sq_sqrt (by positivity)]
    exact inv_mul_cancel₀ (by positivity)
  unfold IsUnitEigenstate outerState
  generalize (√(2 * (E ^ 2 + B ^ 2)))⁻¹ = c at hc ⊢
  constructor
  · have core : H B D *ᵥ ![(E : ℂ), ((√2 : ℝ) : ℂ) * B, (E : ℂ)]
        = (E : ℂ) • ![(E : ℂ), ((√2 : ℝ) : ℂ) * B, (E : ℂ)] := by
      rw [H_mulVec]
      ext i
      fin_cases i
      · show (D : ℂ) * E + B * (((√2 : ℝ) : ℂ) / 2) * (((√2 : ℝ) : ℂ) * B) = E * E
        linear_combination ((B : ℂ) ^ 2 / 2) * s2c - hEc
      · show (B : ℂ) * (((√2 : ℝ) : ℂ) / 2) * (E + E) = E * (((√2 : ℝ) : ℂ) * B)
        ring
      · show (B : ℂ) * (((√2 : ℝ) : ℂ) / 2) * (((√2 : ℝ) : ℂ) * B) + D * E = E * E
        linear_combination ((B : ℂ) ^ 2 / 2) * s2c - hEc
    rw [Matrix.mulVec_smul, core]
    exact smul_comm _ _ _
  · rw [Fin.sum_univ_three]
    show ‖(c : ℂ) * (E : ℂ)‖ ^ 2 + ‖(c : ℂ) * (((√2 : ℝ) : ℂ) * B)‖ ^ 2
      + ‖(c : ℂ) * (E : ℂ)‖ ^ 2 = 1
    simp only [norm_mul, Complex.norm_real, Real.norm_eq_abs, mul_pow, sq_abs]
    linear_combination hc + c ^ 2 * B ^ 2 * s2

end

end HalfFieldTransition
```

```lean
#print axioms HalfFieldTransition.half_field_intensity
#print axioms HalfFieldTransition.perpendicular_forbidden
#print axioms HalfFieldTransition.intensity_at_resonance
#print axioms HalfFieldTransition.weak_coupling_bounds
```

```
'HalfFieldTransition.half_field_intensity' depends on axioms: [propext, Classical.choice, Quot.sound]
'HalfFieldTransition.perpendicular_forbidden' depends on axioms: [propext, Classical.choice, Quot.sound]
'HalfFieldTransition.intensity_at_resonance' depends on axioms: [propext, Classical.choice, Quot.sound]
'HalfFieldTransition.weak_coupling_bounds' depends on axioms: [propext, Classical.choice, Quot.sound]
```

## The algebra inside the Lean proof

`H_mulVec` writes out the three component equations. `levels_sum_mul` proves the sum and product of the outer levels, using the defining property of the square root, and `secular` turns them into E² = DE + B² for either level.

`eigenstate_structure` contains the derivation of the amplitudes. Its step `hED` shows D ≠ E by contradiction; `hz` is the difference of the outer equations, and cancelling the nonzero factor gives `h20`, the equality v₂ = v₀. The ratio relation is `hs`. Taking squared norms on both sides of it and combining the result with the normalisation gives the population. Most such steps end in `linear_combination`, which checks that the goal follows from the named equations with the stated coefficients.

In `half_field_intensity`, this lemma is applied once to u and once to v. The conjugated ratio relation for u is `huc`, the expanded matrix element is `hexp`, and `hamp` is the identity B⟨u, S_x v⟩ = D ū₁v₁. The product of the two population factors is `hprod`, from which `hk` obtains

B²(D² + 4B²)|u₁|²|v₁|² = B⁴

Instead of dividing by B² along the way, the proof clears the denominator D² + 4B², multiplies the goal by B⁴ and cancels that nonzero factor with `mul_left_cancel₀`. The last `linear_combination` joins the squared amplitude relation `hq` to `hk`.

`perpendicular_forbidden` expands the S_y and S_z elements and substitutes the equal outer components, after which everything cancels. `intensity_at_resonance` shows ω² = D² + 4B² and rewrites the goal with it. `weak_coupling_bounds` proves the two inequalities by clearing denominators; what is left over is a nonnegative multiple of D⁴ in the first and of D⁶ in the second.

Finally, `outerState` is the vector (E, √2 B, E) divided by its norm √(2(E² + B²)). `outerState_witness` verifies the eigenvalue equation and the normalisation for both outer levels, so states u and v of the required kind exist for every B ≠ 0 and every real D.
